# A sudden frequency change about a fixed centre takes the oscillator ground state only to even levels

When a core electron is removed from a molecule, the potential felt by the nuclei changes suddenly. A vibrational mode in its ground state is then in general no longer in an eigenstate, and the core line acquires satellites, one for each excited final vibrational level that the old state overlaps. A linear coupling to the core hole shifts the centre of the mode. Suppose that symmetry forbids this shift and only the frequency changes, from a to b. Which satellites remain, and how strong are they?

Take one harmonic mode with unit mass and ħ, a, b > 0, and a common centre at x = 0. Let P_n be the squared overlap of the normalised initial ground state with the normalised final level n, and let r = (a − b)/(a + b). Then, for k = 0, 1, 2, …,

P_(2k+1) = 0

P_(2k) = 2√(ab)/(a + b) · C(2k,k)/4^k · r^(2k)

In particular P_2 = P_0 r²/2, which is positive exactly when a ≠ b. A model with linear coupling alone would give no satellites here, since the centre does not move.

## The weights from integration by parts

Write the final levels, unnormalised, as h_n(x) exp(−bx²/2), with

h_0 = 1, h_(n+1) = 2bx h_n − h_n′

Differentiation lowers the index:

h_(n+1)′ = 2b(n+1) h_n

This holds for h_1 = 2bx. If it holds for n, then

h_(n+2)′ = 2b h_(n+1) + 2bx h_(n+1)′ − h_(n+1)″
= 2b h_(n+1) + 2b(n+1)(2bx h_n − h_n′)
= 2b(n+2) h_(n+1)

Inserting the definition of h_(n+1) into the lowering rule gives h_n″ − 2bx h_n′ + 2bn h_n = 0. With ψ_n = h_n exp(−bx²/2), this yields

ψ_n″ = [h_n″ − 2bx h_n′ + (b²x² − b)h_n] exp(−bx²/2) = [b²x² − b(2n+1)] ψ_n

so ψ_n solves the oscillator equation with energy b(n + 1/2).

For a polynomial p and c > 0, integration by parts over the line gives

∫ p′ exp(−cx²) dx = 2c ∫ x p exp(−cx²) dx

Let N_n = ∫ ψ_n² dx. Replace one factor h_(n+1) by 2bx h_n − h_n′ and use this rule with c = b:

N_(n+1) = ∫ [(h_(n+1) h_n)′ − h_(n+1) h_n′] exp(−bx²) dx
= ∫ h_(n+1)′ h_n exp(−bx²) dx = 2b(n+1) N_n

Since N_0 = √(π/b), N_n = (2b)^n n! √(π/b).

The overlap S_n = ∫ h_n exp(−cx²) dx has c = (a + b)/2. The same rule gives

S_(n+1) = [2b/(a + b) − 1] ∫ h_n′ exp(−cx²) dx = (b − a)/(a + b) ∫ h_n′ exp(−cx²) dx

Hence S_1 = 0, because h_0′ = 0, and

S_(n+2) = (b − a)/(a + b) · 2b(n+1) S_n

The initial state has squared norm √(π/a), so P_n = S_n²/(N_n √(π/a)). Dividing the recursion by the norms leaves

P_(n+2) = r² (n+1)/(n+2) P_n

The odd weights vanish. For the even ones, S_0² = 2π/(a + b) gives P_0 = 2√(ab)/(a + b), and the factor (2k+1)/(2k+2) is the ratio of successive values of C(2k,k)/4^k.

For b = a, P_0 = 1 and every satellite vanishes. For b = a(1 + ε) with small ε, P_0 ≈ 1 − ε²/8 and P_2 ≈ ε²/8: to this order, the weight lost by the main line appears in the second level.

## Levels and weights as Lean definitions

```lean
import Mathlib

open Polynomial MeasureTheory

namespace FrequencyChangeSatellites

noncomputable section
```

The polynomials h_n are elements of `ℝ[X]`, generated by the raising rule. In the code, `C s` is the constant polynomial s, not a binomial coefficient.

```lean
/-- Polynomial part of the `n`-th oscillator level at frequency `b`, generated by the
raising rule `h ↦ 2 b x h - h'`. -/
def hermitePoly (b : ℝ) : ℕ → ℝ[X]
  | 0 => 1
  | n + 1 => C (2 * b) * X * hermitePoly b n - derivative (hermitePoly b n)
```

A level is a real function of position, not normalised.

```lean
/-- Unnormalised wavefunction of level `n` of the oscillator with frequency `b`
(unit mass and ħ, centre at the origin). -/
def level (b : ℝ) (n : ℕ) (x : ℝ) : ℝ :=
  (hermitePoly b n).eval x * Real.exp (-(b / 2) * x ^ 2)
```

`overlap a b n` is S_n. The first frequency belongs to the initial state, the second to the final one.

```lean
/-- Overlap integral of the initial ground state (frequency `a`) with final level `n`
(frequency `b`), both unnormalised. -/
def overlap (a b : ℝ) (n : ℕ) : ℝ := ∫ x, level b n x * level a 0 x
```

`weight a b n` is P_n; the division by both squared norms supplies the normalisation. Reading it as a relative line intensity takes two approximations: the sudden approximation, that the nuclear state is unchanged while the potential switches, and the Condon approximation, that the electronic transition amplitude is a constant, the same for all x and for all final levels.

```lean
/-- Probability of finding the initial ground state (frequency `a`) in final level `n`
(frequency `b`): squared overlap over both squared norms, for `a, b > 0`. -/
def weight (a b : ℝ) (n : ℕ) : ℝ :=
  overlap a b n ^ 2 / ((∫ x, level b n x ^ 2) * ∫ x, level a 0 x ^ 2)
```

## Integrals of polynomials against a Gaussian

All the integrals reduce to one functional of a polynomial.

```lean
/-- Integral of a polynomial against the Gaussian `exp (-c x²)`, for `c > 0`. -/
def gaussInt (c : ℝ) (p : ℝ[X]) : ℝ := ∫ x, p.eval x * Real.exp (-c * x ^ 2)
```

The product rule keeps derivatives in the same class of functions.

```lean
/-- The derivative of a polynomial times a Gaussian is again a polynomial times
the same Gaussian. -/
theorem hasDerivAt_gauss (c : ℝ) (p : ℝ[X]) (x : ℝ) :
    HasDerivAt (fun y => p.eval y * Real.exp (-c * y ^ 2))
      ((derivative p - C (2 * c) * X * p).eval x * Real.exp (-c * x ^ 2)) x := by
  have h1 : HasDerivAt (fun y : ℝ => y ^ 2) (2 * x) x :=
    (hasDerivAt_pow 2 x).congr_deriv (by norm_num)
  have h2 : HasDerivAt (fun y : ℝ => -c * y ^ 2) (-c * (2 * x)) x := h1.const_mul (-c)
  refine ((p.hasDerivAt x).fun_mul h2.exp).congr_deriv ?_
  simp only [eval_sub, eval_mul, eval_C, eval_X]
  ring
```

Integrability is proved for monomials and extended to sums.

```lean
/-- A polynomial times a decaying Gaussian is integrable on the line. -/
theorem integrable_gauss {c : ℝ} (hc : 0 < c) (p : ℝ[X]) :
    Integrable (fun x => p.eval x * Real.exp (-c * x ^ 2)) := by
  refine Polynomial.induction_on' p ?_ ?_
  · intro p q hp hq
    exact (hp.add hq).congr (ae_of_all _ fun x => by simp [add_mul])
  · intro n r
    have hn : (-1 : ℝ) < n := by
      have : (0 : ℝ) ≤ n := Nat.cast_nonneg n
      linarith
    refine ((integrable_rpow_mul_exp_neg_mul_sq hc hn).const_mul r).congr
      (ae_of_all _ fun x => ?_)
    simp [eval_monomial, Real.rpow_natCast, mul_assoc]
```

Linearity in the polynomial follows.

```lean
/-- Integration against a decaying Gaussian is linear in the polynomial. -/
theorem gaussInt_linear {c : ℝ} (hc : 0 < c) (s t : ℝ) (p q : ℝ[X]) :
    gaussInt c (C s * p + C t * q) = s * gaussInt c p + t * gaussInt c q := by
  unfold gaussInt
  rw [← integral_const_mul, ← integral_const_mul,
    ← integral_add ((integrable_gauss hc p).const_mul s) ((integrable_gauss hc q).const_mul t)]
  congr 1
  ext x
  simp only [eval_add, eval_mul, eval_C]
  ring
```

The next theorem is the integration by parts.

```lean
/-- Integration by parts: under a decaying Gaussian `exp (-c x²)`, a derivative may be
traded for a factor `2 c x`. -/
theorem gaussInt_derivative {c : ℝ} (hc : 0 < c) (p : ℝ[X]) :
    gaussInt c (derivative p) = 2 * c * gaussInt c (X * p) := by
  have h : gaussInt c (derivative p - C (2 * c) * X * p) = 0 :=
    integral_eq_zero_of_hasDerivAt_of_integrable (hasDerivAt_gauss c p)
      (integrable_gauss hc _) (integrable_gauss hc p)
  have e : derivative p - C (2 * c) * X * p
      = C 1 * derivative p + C (-(2 * c)) * (X * p) := by
    simp only [map_one, map_neg]
    ring
  rw [e, gaussInt_linear hc] at h
  linarith
```

The Mathlib lemma `integral_eq_zero_of_hasDerivAt_of_integrable` replaces the boundary terms. It says that if f is differentiable everywhere and both f and f′ are integrable on the line, then ∫ f′ = 0. Integrability of f′ makes f converge at both ends, and integrability of f forces those limits to be zero. No limit of a polynomial times a Gaussian has to be computed.

## The final oscillator levels

The lowering rule is proved by the induction given above; `linear_combination` inserts the definition of h_(n+1).

```lean
/-- Differentiation lowers the level polynomial by one step, with factor `2 b (n + 1)`. -/
theorem derivative_hermitePoly (b : ℝ) (n : ℕ) :
    derivative (hermitePoly b (n + 1)) = C (2 * b * ((n : ℝ) + 1)) * hermitePoly b n := by
  induction n with
  | zero => simp [hermitePoly]
  | succ n ih =>
    have h : hermitePoly b (n + 1 + 1) = C (2 * b) * X * hermitePoly b (n + 1)
        - derivative (hermitePoly b (n + 1)) := rfl
    have h1 : hermitePoly b (n + 1) = C (2 * b) * X * hermitePoly b n
        - derivative (hermitePoly b n) := rfl
    have e : C (2 * b * (((n + 1 : ℕ) : ℝ) + 1))
        = C (2 * b) + C (2 * b * ((n : ℝ) + 1)) := by
      rw [← C_add]
      congr 1
      push_cast
      ring
    rw [h, derivative_sub, derivative_mul, derivative_mul, derivative_C, derivative_X, ih,
      derivative_C_mul, e]
    linear_combination (-C (2 * b * ((n : ℝ) + 1))) * h1
```

The Schrödinger equation holds pointwise. The proof differentiates twice with `hasDerivAt_gauss` and applies Hermite's equation, held in `h`.

```lean
/-- Level `n` solves the stationary Schrödinger equation of the oscillator with
frequency `b`, at energy `b (n + 1/2)`. -/
theorem level_schrodinger (b : ℝ) (n : ℕ) (x : ℝ) :
    -(1 / 2) * deriv (deriv (level b n)) x + b ^ 2 * x ^ 2 / 2 * level b n x
      = b * (n + 1 / 2) * level b n x := by
  have d1 : deriv (level b n) = fun y =>
      (derivative (hermitePoly b n) - C (2 * (b / 2)) * X * hermitePoly b n).eval y
        * Real.exp (-(b / 2) * y ^ 2) :=
    funext fun y => (hasDerivAt_gauss (b / 2) (hermitePoly b n) y).deriv
  have d2 := (hasDerivAt_gauss (b / 2)
    (derivative (hermitePoly b n) - C (2 * (b / 2)) * X * hermitePoly b n) x).deriv
  -- Hermite's differential equation, from the raising and lowering rules
  have h := congrArg (eval x) (derivative_hermitePoly b n)
  rw [show hermitePoly b (n + 1) = C (2 * b) * X * hermitePoly b n
    - derivative (hermitePoly b n) from rfl] at h
  rw [d1, d2]
  simp only [level, derivative_sub, derivative_mul, derivative_C, derivative_X, eval_sub,
    eval_add, eval_mul, eval_C, eval_X, eval_zero, eval_one] at h ⊢
  linear_combination (1 / 2 * Real.exp (-(b / 2) * x ^ 2)) * h
```

In the norm, `e1` expands the derivative of h_(n+1) h_n, and `e2` replaces one raised factor.

```lean
/-- Squared norm of level `n` for a positive frequency `b`. -/
theorem level_norm {b : ℝ} (hb : 0 < b) (n : ℕ) :
    ∫ x, level b n x ^ 2 = (2 * b) ^ n * n.factorial * Real.sqrt (Real.pi / b) := by
  have key : ∫ x, level b n x ^ 2 = gaussInt b (hermitePoly b n * hermitePoly b n) := by
    unfold gaussInt
    congr 1
    ext x
    rw [show -b * x ^ 2 = -(b / 2) * x ^ 2 + -(b / 2) * x ^ 2 by ring, Real.exp_add]
    simp only [level, eval_mul]
    ring
  rw [key]
  clear key
  induction n with
  | zero =>
    have h := integral_gaussian b
    simpa [hermitePoly, gaussInt] using h
  | succ n ih =>
    -- move one raising step from one factor to the other
    have p := gaussInt_derivative hb (hermitePoly b (n + 1) * hermitePoly b n)
    have e1 : derivative (hermitePoly b (n + 1) * hermitePoly b n)
        = C (2 * b * ((n : ℝ) + 1)) * (hermitePoly b n * hermitePoly b n)
          + C 1 * (hermitePoly b (n + 1) * derivative (hermitePoly b n)) := by
      rw [derivative_mul, derivative_hermitePoly, map_one]
      ring
    have h1 : hermitePoly b (n + 1) = C (2 * b) * X * hermitePoly b n
        - derivative (hermitePoly b n) := rfl
    have e2 : hermitePoly b (n + 1) * hermitePoly b (n + 1)
        = C (2 * b) * (X * (hermitePoly b (n + 1) * hermitePoly b n))
          + C (-1) * (hermitePoly b (n + 1) * derivative (hermitePoly b n)) := by
      rw [map_neg, map_one]
      linear_combination hermitePoly b (n + 1) * h1
    rw [e1, gaussInt_linear hb, ih] at p
    rw [e2, gaussInt_linear hb, Nat.factorial_succ]
    push_cast
    linear_combination -p
```

## From overlaps to satellite weights

Here `key` merges the two Gaussians into one with c = (a + b)/2, and `step` is the formula for S_(n+1).

```lean
/-- For positive frequencies the overlap with the first excited level vanishes, and
the overlaps two levels apart are proportional, with a factor containing `b - a`. -/
theorem overlap_recursion {a b : ℝ} (ha : 0 < a) (hb : 0 < b) :
    overlap a b 1 = 0 ∧ ∀ n : ℕ, overlap a b (n + 2)
      = (b - a) / (a + b) * (2 * b * ((n : ℝ) + 1)) * overlap a b n := by
  have hc : 0 < (a + b) / 2 := by positivity
  have hne : a + b ≠ 0 := by positivity
  have key : ∀ m, overlap a b m = gaussInt ((a + b) / 2) (hermitePoly b m) := by
    intro m
    unfold overlap gaussInt
    congr 1
    ext x
    rw [show -((a + b) / 2) * x ^ 2 = -(b / 2) * x ^ 2 + -(a / 2) * x ^ 2 by ring,
      Real.exp_add]
    simp only [level, hermitePoly, eval_one]
    ring
  have step : ∀ m, gaussInt ((a + b) / 2) (hermitePoly b (m + 1))
      = (b - a) / (a + b) * gaussInt ((a + b) / 2) (derivative (hermitePoly b m)) := by
    intro m
    have e : hermitePoly b (m + 1)
        = C (2 * b) * (X * hermitePoly b m) + C (-1) * derivative (hermitePoly b m) := by
      simp only [hermitePoly, map_neg, map_one]
      ring
    rw [e, gaussInt_linear hc, gaussInt_derivative hc, div_mul_eq_mul_div, eq_div_iff hne]
    ring
  constructor
  · rw [key]
    exact (step 0).trans (by simp [hermitePoly, gaussInt])
  · intro n
    rw [key, key]
    refine (step (n + 1)).trans ?_
    rw [derivative_hermitePoly, show C (2 * b * ((n : ℝ) + 1)) * hermitePoly b n
      = C (2 * b * ((n : ℝ) + 1)) * hermitePoly b n + C 0 * 0 by simp, gaussInt_linear hc]
    ring
```

The theorem for all levels first derives the recursion for P_n, again called `step`. The induction on k starts from the Gaussian integrals for P_0 and advances with Mathlib's recursion for `Nat.centralBinom`, which is C(2k,k).

```lean
/-- All satellite weights for a sudden change of frequency from `a > 0` to `b > 0`: odd
levels are never reached, and level `2k` carries a central binomial weight. -/
theorem satellite_weights {a b : ℝ} (ha : 0 < a) (hb : 0 < b) (k : ℕ) :
    weight a b (2 * k + 1) = 0 ∧
    weight a b (2 * k) = 2 * Real.sqrt (a * b) / (a + b)
      * ((Nat.centralBinom k : ℝ) / 4 ^ k) * ((a - b) / (a + b)) ^ (2 * k) := by
  obtain ⟨o1, o2⟩ := overlap_recursion ha hb
  have hpi := Real.pi_pos
  have step : ∀ n : ℕ, weight a b (n + 2)
      = ((a - b) / (a + b)) ^ 2 * (((n : ℝ) + 1) / (n + 2)) * weight a b n := by
    intro n
    have f : ((n + 2).factorial : ℝ) = (n + 2) * ((n + 1) * n.factorial) := by
      rw [Nat.factorial_succ, Nat.factorial_succ]
      push_cast
      ring
    have hf : (n.factorial : ℝ) ≠ 0 := by positivity
    have hu : 0 < Real.sqrt (Real.pi / b) := by positivity
    have hv : 0 < Real.sqrt (Real.pi / a) := by positivity
    unfold weight
    rw [o2 n, level_norm hb, level_norm hb, level_norm ha, f]
    generalize Real.sqrt (Real.pi / b) = u at hu ⊢
    generalize Real.sqrt (Real.pi / a) = v at hv ⊢
    simp only [pow_zero, Nat.factorial_zero, Nat.cast_one, one_mul]
    field_simp
    ring
  induction k with
  | zero =>
    refine ⟨by simp [weight, o1], ?_⟩
    -- the three Gaussian integrals of the ground-state overlap
    have o0 : overlap a b 0 = Real.sqrt (Real.pi / ((a + b) / 2)) := by
      rw [← integral_gaussian]
      unfold overlap
      congr 1
      ext x
      rw [show -((a + b) / 2) * x ^ 2 = -(b / 2) * x ^ 2 + -(a / 2) * x ^ 2 by ring,
        Real.exp_add]
      simp only [level, hermitePoly, eval_one, one_mul]
    have hs : Real.sqrt (Real.pi / b) * Real.sqrt (Real.pi / a)
        = Real.pi / Real.sqrt (a * b) := by
      rw [← Real.sqrt_mul (by positivity),
        show Real.pi / b * (Real.pi / a) = Real.pi ^ 2 / (a * b) by field_simp,
        Real.sqrt_div (by positivity), Real.sqrt_sq hpi.le]
    have hq : 0 < Real.sqrt (a * b) := by positivity
    have hw : weight a b 0 = 2 * Real.sqrt (a * b) / (a + b) := by
      unfold weight
      rw [o0, level_norm hb, level_norm ha, Real.sq_sqrt (by positivity)]
      simp only [pow_zero, Nat.factorial_zero, Nat.cast_one, one_mul]
      rw [hs]
      generalize Real.sqrt (a * b) = q at hq ⊢
      field_simp
    simp [hw]
  | succ k ih =>
    constructor
    · rw [show 2 * (k + 1) + 1 = 2 * k + 1 + 2 by ring, step, ih.1, mul_zero]
    · have hB : ((k : ℝ) + 1) * (Nat.centralBinom (k + 1) : ℝ)
          = 2 * (2 * k + 1) * (Nat.centralBinom k : ℝ) := by
        exact_mod_cast Nat.succ_mul_centralBinom_succ k
      have hB' : (Nat.centralBinom (k + 1) : ℝ)
          = 2 * (2 * k + 1) * (Nat.centralBinom k : ℝ) / (k + 1) := by
        rw [eq_div_iff (by positivity)]
        linarith
      rw [show 2 * (k + 1) = 2 * k + 2 by ring, step, ih.2, hB']
      generalize (a - b) / (a + b) = r
      generalize 2 * Real.sqrt (a * b) / (a + b) = P
      push_cast
      field_simp
      ring
```

The last theorem reads off the three lowest levels and adds the criterion for the second-level satellite.

```lean
/-- Weights of the three lowest final levels when the frequency changes from `a > 0` to
`b > 0` about a common centre; the second excited level is reached exactly when `a ≠ b`. -/
theorem frequency_change_satellites {a b : ℝ} (ha : 0 < a) (hb : 0 < b) :
    weight a b 0 = 2 * Real.sqrt (a * b) / (a + b) ∧
    weight a b 1 = 0 ∧
    weight a b 2 = 2 * Real.sqrt (a * b) / (a + b) * ((a - b) / (a + b)) ^ 2 / 2 ∧
    (0 < weight a b 2 ↔ a ≠ b) := by
  have h2 : weight a b 2
      = 2 * Real.sqrt (a * b) / (a + b) * ((a - b) / (a + b)) ^ 2 / 2 :=
    (satellite_weights ha hb 1).2.trans (by
      rw [show Nat.centralBinom 1 = 2 from rfl]
      push_cast
      ring)
  refine ⟨by simpa using (satellite_weights ha hb 0).2, (satellite_weights ha hb 0).1, h2, ?_⟩
  rw [h2]
  constructor
  · rintro h rfl
    simp at h
  · intro hne
    have hr : (a - b) / (a + b) ≠ 0 := div_ne_zero (sub_ne_zero.2 hne) (by positivity)
    have hr2 : 0 < ((a - b) / (a + b)) ^ 2 :=
      lt_of_le_of_ne (sq_nonneg _) (Ne.symm (pow_ne_zero 2 hr))
    exact div_pos (mul_pos (by positivity) hr2) two_pos

end

end FrequencyChangeSatellites
```

```lean
#print axioms FrequencyChangeSatellites.level_schrodinger
#print axioms FrequencyChangeSatellites.frequency_change_satellites
```

```
'FrequencyChangeSatellites.level_schrodinger' depends on axioms: [propext, Classical.choice, Quot.sound]
'FrequencyChangeSatellites.frequency_change_satellites' depends on axioms: [propext, Classical.choice, Quot.sound]
```

For a single harmonic mode with a fixed centre, and within the sudden and Condon approximations, these formulas give the relative vibrational satellite intensities of a core line and a reference for testing a Franck–Condon code. A displaced centre, anharmonicity, mixing between modes and a thermally excited initial state would each need a different overlap integral.
